# Splitting a hopping term around the orbital energies in a Trotter step can create two electrons from the vacuum

## Where did my two electrons come from?

My simulation of two orbitals starts with no electrons, and after one Trotter step I can measure two. The Hamiltonian contains only hopping and a common orbital energy, both of which conserve electron number. Under the Jordan–Wigner map the hopping becomes $XX+YY$ with equal coefficients, and my circuit happens to apply the $YY$ rotation first, then the orbital-energy phases, then the $XX$ rotation. I expected Trotter error to distort amplitudes within the right particle sector, not to leave it. Can gate ordering alone do this, and how large is the effect?

## The pair terms of XX and YY cancel when the gates are adjacent

Yes, ordering alone can do it. The probability of finding two electrons is $\sin^2(2a)\sin^2(2b)$, where your gates are, in order of application, $e^{-iaYY}$, $e^{-ib(Z_1+Z_2)}$ and $e^{-iaXX}$. The probability is zero if the $XX$ and $YY$ gates, with the same angle $a$, are adjacent.

Write $|ij\rangle$ for occupations $i,j$ of the two orbitals, and $N$ for the electron number. For a Hamiltonian $h(a_1^\dagger a_2+a_2^\dagger a_1)+\varepsilon N$ and time step $\tau$, with $\hbar=1$, the angles are $a=h\tau/2$ and $b=-\varepsilon\tau/2$, up to a global phase. This is because

$$a_1^\dagger a_2+a_2^\dagger a_1=\tfrac12(XX+YY),\qquad N=1-\tfrac12(Z_1+Z_2).$$

Neither string conserves $N$ separately:

$$XX|00\rangle=|11\rangle,\qquad YY|00\rangle=-|11\rangle,$$

and the same signs hold from $|11\rangle$ to $|00\rangle$. Only the sum removes these pair terms.

Since each string $P$ satisfies $P^2=1$, the exponential series gives $e^{-itP}=\cos t-i\sin t\,P$. Now follow the vacuum through your circuit:

1. After $e^{-iaYY}$ the state is $\cos a\,|00\rangle+i\sin a\,|11\rangle$.
2. $Z_1+Z_2$ is $2$ on $|00\rangle$ and $-2$ on $|11\rangle$, so the phases give $e^{-2ib}\cos a\,|00\rangle+i e^{2ib}\sin a\,|11\rangle$.
3. After $e^{-iaXX}$ the amplitude of $|11\rangle$ is
$$i\sin a\cos a\,(e^{2ib}-e^{-2ib})=-\sin 2a\,\sin 2b.$$

Set $S=\sin 2a\sin 2b$ and call the whole step $U$. The amplitude from $|11\rangle$ back to $|00\rangle$ is $+S$ by the same calculation. Because $N$ is diagonal, $[N,U]_{pq}=(n_p-n_q)U_{pq}$, where $n_p$ is the occupation of basis state $p$. Both entries between $|00\rangle$ and $|11\rangle$ are therefore $-2S$. All others vanish, since the gates preserve parity and both odd states have one electron. Hence

$$[N,U]=-S\,(XX-YY),$$

and $U$ conserves electron number exactly when $S=0$.

If the strings are adjacent, $YY=-XX$ on the span of $|00\rangle$ and $|11\rangle$, so the two rotations cancel there. The phase gate is diagonal and cannot restore a transition, whether it acts before or after them.

For $a=b=\pi/4$ the successive states are

$$\frac{|00\rangle+i|11\rangle}{\sqrt2},\qquad \frac{-i|00\rangle-|11\rangle}{\sqrt2},\qquad -|11\rangle,$$

so the vacuum becomes a two-electron state with certainty.

Adjacency without equal angles is not enough. With angle $\pi/3$ for $XX$ and $\pi/6$ for $YY$, the adjacent gates act on the vacuum as $e^{-i(\pi/6)XX}$ and produce $|11\rangle$ with probability $1/4$.

The following Lean file states and proves these results for the equal-angle step.

```lean
import Mathlib

open Matrix
open Complex (I cos sin)
open scoped Kronecker

namespace TrotterHopping

noncomputable section

local notation "M₂" => Matrix (Fin 2) (Fin 2) ℂ

/-- Operators on two qubits, indexed by the pair of occupation numbers. -/
abbrev Op := Matrix (Fin 2 × Fin 2) (Fin 2 × Fin 2) ℂ

/-- The Pauli matrix X. -/
def X : M₂ := !![0, 1; 1, 0]

/-- The Pauli matrix Y. -/
def Y : M₂ := !![0, -I; I, 0]

/-- The Pauli matrix Z. -/
def Z : M₂ := !![1, 0; 0, -1]

/-- The one-qubit lowering matrix, which takes 1 to 0. -/
def lowering : M₂ := !![0, 1; 0, 0]

/-- The Pauli string XX. -/
def XX : Op := X ⊗ₖ X

/-- The Pauli string YY. -/
def YY : Op := Y ⊗ₖ Y

/-- The Jordan–Wigner annihilation operator of the first orbital. -/
def a₁ : Op := lowering ⊗ₖ (1 : M₂)

/-- The Jordan–Wigner annihilation operator of the second orbital, with its Z string. -/
def a₂ : Op := Z ⊗ₖ lowering

/-- The electron-number operator. -/
def number : Op := a₁ᴴ * a₁ + a₂ᴴ * a₂

/-- The gate exp(-itP) generated by the operator P. -/
def gate (t : ℝ) (P : Op) : Op := NormedSpace.exp ((-(I * (t : ℂ))) • P)

/-- The gate exp(-ib(Z1+Z2)) of the orbital energies. -/
def phaseGate (b : ℝ) : Op := gate b (Z ⊗ₖ (1 : M₂) + (1 : M₂) ⊗ₖ Z)

/-- The Trotter step with the orbital energies between the two halves of the hopping. -/
def splitStep (a b : ℝ) : Op := gate a XX * phaseGate b * gate a YY

/-- The basis state with occupations i and j. -/
def ket (i j : Fin 2) : Fin 2 × Fin 2 → ℂ := fun p => if p = (i, j) then 1 else 0

/-- The squared modulus of the overlap of φ with Uψ. -/
def probability (U : Op) (φ ψ : Fin 2 × Fin 2 → ℂ) : ℝ := ‖star φ ⬝ᵥ (U *ᵥ ψ)‖ ^ 2

/-- Under the Jordan–Wigner map the hopping between two orbitals is half of XX + YY. -/
theorem hopping_eq : a₁ᴴ * a₂ + a₂ᴴ * a₁ = (1 / 2 : ℂ) • (XX + YY) := by
  ext ⟨i, j⟩ ⟨k, l⟩
  fin_cases i <;> fin_cases j <;> fin_cases k <;> fin_cases l <;>
    simp [a₁, a₂, XX, YY, X, Y, Z, lowering, Matrix.mul_apply, Fintype.sum_prod_type,
      Matrix.one_apply] <;> norm_num

/-- A generator P with P² = 1 obeys exp(-itP) = cos t - i sin t P. -/
theorem gate_of_sq_one {P : Op} (hP : P * P = 1) (t : ℝ) :
    gate t P = cos t • (1 : Op) - (I * sin t) • P := by
  have hpow (k : ℕ) : (-(I * (t : ℂ))) ^ (2 * k) = (-1) ^ k * (t : ℂ) ^ (2 * k) := by
    rw [pow_mul, neg_sq, mul_pow, Complex.I_sq, mul_pow, ← pow_mul]
  -- the even powers sum to the cosine
  have he : HasSum (fun k : ℕ => (((2 * k).factorial : ℂ)⁻¹) •
      ((-(I * (t : ℂ))) • P) ^ (2 * k)) (cos t • (1 : Op)) := by
    convert (Complex.hasSum_cos (t : ℂ)).smul_const (1 : Op) using 1
    funext k
    rw [smul_pow, pow_mul P, pow_two P, hP, one_pow, smul_smul, hpow]
    congr 1
    ring
  -- the odd powers sum to the sine
  have ho : HasSum (fun k : ℕ => (((2 * k + 1).factorial : ℂ)⁻¹) •
      ((-(I * (t : ℂ))) • P) ^ (2 * k + 1)) (sin t • ((-I) • P)) := by
    convert (Complex.hasSum_sin (t : ℂ)).smul_const ((-I) • P) using 1
    funext k
    rw [smul_pow, pow_succ P, pow_mul P, pow_two P, hP, one_pow, one_mul, smul_smul,
      smul_smul, pow_succ (-(I * (t : ℂ))), hpow]
    congr 1
    ring
  have h : HasSum (fun n : ℕ => ((n.factorial : ℂ)⁻¹) •
      ((-(I * (t : ℂ))) • P) ^ n) _ := HasSum.even_add_odd he ho
  rw [gate, NormedSpace.exp_eq_tsum ℂ]
  exact h.tsum_eq.trans (by module)

/-- The strings XX and YY both square to the identity. -/
theorem strings_sq : XX * XX = 1 ∧ YY * YY = 1 := by
  constructor <;> ext ⟨i, j⟩ ⟨k, l⟩ <;>
    fin_cases i <;> fin_cases j <;> fin_cases k <;> fin_cases l <;>
    simp [XX, YY, X, Y, Matrix.mul_apply, Fintype.sum_prod_type]

/-- The number operator is diagonal, with the total occupation as its entries. -/
theorem number_diag :
    number = Matrix.diagonal (fun p => ((p.1 : ℕ) : ℂ) + ((p.2 : ℕ) : ℂ)) := by
  ext ⟨i, j⟩ ⟨k, l⟩
  fin_cases i <;> fin_cases j <;> fin_cases k <;> fin_cases l <;>
    simp [number, a₁, a₂, Z, lowering, Matrix.mul_apply, Fintype.sum_prod_type,
      Matrix.one_apply]

/-- The orbital-energy gate is diagonal, a product of one phase factor for each qubit. -/
theorem phaseGate_diag (b : ℝ) : phaseGate b = Matrix.diagonal (fun p =>
    (cos b - I * sin b * Z p.1 p.1) * (cos b - I * sin b * Z p.2 p.2)) := by
  have hZ : Z * Z = 1 := by
    ext i j
    fin_cases i <;> fin_cases j <;> simp [Z, Matrix.mul_apply, Fin.sum_univ_two]
  have h1 : (Z ⊗ₖ (1 : M₂)) * (Z ⊗ₖ 1) = 1 := by
    rw [← Matrix.mul_kronecker_mul, hZ, one_mul, Matrix.one_kronecker_one]
  have h2 : ((1 : M₂) ⊗ₖ Z) * (1 ⊗ₖ Z) = 1 := by
    rw [← Matrix.mul_kronecker_mul, hZ, one_mul, Matrix.one_kronecker_one]
  have hc : Commute (Z ⊗ₖ (1 : M₂)) ((1 : M₂) ⊗ₖ Z) := by
    change _ * _ = _ * _
    rw [← Matrix.mul_kronecker_mul, ← Matrix.mul_kronecker_mul, one_mul, mul_one]
  -- commuting generators: the exponential factorises
  rw [phaseGate, gate, smul_add,
    Matrix.exp_add_of_commute _ _ ((hc.smul_left _).smul_right _)]
  change gate b _ * gate b _ = _
  rw [gate_of_sq_one h1, gate_of_sq_one h2]
  generalize cos b = c
  generalize sin b = s
  ext ⟨i, j⟩ ⟨k, l⟩
  fin_cases i <;> fin_cases j <;> fin_cases k <;> fin_cases l <;>
    simp [Z, Matrix.mul_apply, Fintype.sum_prod_type, Matrix.one_apply]

/-- The commutator of the electron number with the split step is
-sin 2a sin 2b (XX - YY). -/
theorem number_commutator (a b : ℝ) :
    number * splitStep a b - splitStep a b * number =
      (-((Real.sin (2 * a) * Real.sin (2 * b) : ℝ) : ℂ)) • (XX - YY) := by
  have hS : ((Real.sin (2 * a) * Real.sin (2 * b) : ℝ) : ℂ) =
      4 * cos a * sin a * cos b * sin b := by
    push_cast
    rw [Complex.sin_two_mul, Complex.sin_two_mul]
    ring
  rw [hS, splitStep, gate_of_sq_one strings_sq.1, gate_of_sq_one strings_sq.2,
    phaseGate_diag, number_diag]
  generalize cos a = ca
  generalize sin a = sa
  generalize cos b = cb
  generalize sin b = sb
  ext ⟨i, j⟩ ⟨k, l⟩
  rw [Matrix.sub_apply, Matrix.diagonal_mul, Matrix.mul_diagonal]
  -- only the entries between 00 and 11 survive
  fin_cases i <;> fin_cases j <;> fin_cases k <;> fin_cases l <;>
    simp [-mul_eq_zero, XX, YY, X, Y, Z, Matrix.mul_apply, Fintype.sum_prod_type,
      Matrix.one_apply, Matrix.diagonal_apply] <;>
    ring_nf <;> rw [Complex.I_sq] <;> ring

/-- With the orbital-energy gate on either side of them, adjacent XX and YY gates with equal angles
make a step that conserves the electron number. -/
theorem adjacent_conserves (a b : ℝ) :
    Commute number (gate a XX * gate a YY * phaseGate b) ∧
      Commute number (phaseGate b * (gate a XX * gate a YY)) := by
  have hh : Commute number (gate a XX * gate a YY) := by
    change _ * _ = _ * _
    rw [gate_of_sq_one strings_sq.1, gate_of_sq_one strings_sq.2, number_diag]
    generalize cos a = c
    generalize sin a = s
    ext ⟨i, j⟩ ⟨k, l⟩
    rw [Matrix.diagonal_mul, Matrix.mul_diagonal]
    fin_cases i <;> fin_cases j <;> fin_cases k <;> fin_cases l <;>
      simp [-mul_eq_zero, XX, YY, X, Y, Matrix.mul_apply, Fintype.sum_prod_type,
        Matrix.one_apply] <;> ring
  have hp : Commute number (phaseGate b) := by
    change _ * _ = _ * _
    rw [number_diag, phaseGate_diag, Matrix.diagonal_mul_diagonal,
      Matrix.diagonal_mul_diagonal]
    congr 1
    funext p
    ring
  exact ⟨hh.mul_right hp, hp.mul_right hh⟩

/-- The split step takes the vacuum 00 to 11 with probability sin²(2a) sin²(2b); with the XX and YY
gates adjacent, both with angle a, the probability is zero, on whichever side the orbital energies
act. -/
theorem trotter_ordering (a b : ℝ) :
    probability (splitStep a b) (ket 1 1) (ket 0 0) =
        Real.sin (2 * a) ^ 2 * Real.sin (2 * b) ^ 2 ∧
      probability (gate a XX * gate a YY * phaseGate b) (ket 1 1) (ket 0 0) = 0 ∧
      probability (phaseGate b * (gate a XX * gate a YY)) (ket 1 1) (ket 0 0) = 0 := by
  have hp (U : Op) : probability U (ket 1 1) (ket 0 0) = ‖U (1, 1) (0, 0)‖ ^ 2 := by
    simp [probability, ket, dotProduct, Matrix.mulVec]
  -- the commutator with the number operator carries twice the amplitude
  have hc (U : Op) : (number * U - U * number) (1, 1) (0, 0) = 2 * U (1, 1) (0, 0) := by
    rw [number_diag, Matrix.sub_apply, Matrix.diagonal_mul, Matrix.mul_diagonal]
    norm_num
  have hz (U : Op) (hU : Commute number U) : probability U (ket 1 1) (ket 0 0) = 0 := by
    have h := hc U
    rw [sub_eq_zero.mpr hU.eq, Matrix.zero_apply] at h
    have h0 : U (1, 1) (0, 0) = 0 := by linear_combination (-(1 / 2 : ℂ)) * h
    rw [hp, h0]
    norm_num
  have hs : splitStep a b (1, 1) (0, 0) =
      -((Real.sin (2 * a) * Real.sin (2 * b) : ℝ) : ℂ) := by
    have h := hc (splitStep a b)
    have h2 : (XX - YY) (1, 1) (0, 0) = 2 := by
      simp [XX, YY, X, Y]
      norm_num
    rw [number_commutator, Matrix.smul_apply, h2, smul_eq_mul] at h
    linear_combination (-(1 / 2 : ℂ)) * h
  refine ⟨?_, hz _ (adjacent_conserves a b).1, hz _ (adjacent_conserves a b).2⟩
  rw [hp, hs, norm_neg, Complex.norm_real, Real.norm_eq_abs, sq_abs, mul_pow]

/-- The split step conserves the electron number exactly when sin 2a sin 2b = 0. -/
theorem split_conserves_iff (a b : ℝ) :
    Commute number (splitStep a b) ↔ Real.sin (2 * a) * Real.sin (2 * b) = 0 := by
  constructor
  · intro hU
    have h := congrFun (congrFun (number_commutator a b) (1, 1)) (0, 0)
    have h2 : (XX - YY) (1, 1) (0, 0) = 2 := by
      simp [XX, YY, X, Y]
      norm_num
    rw [sub_eq_zero.mpr hU.eq, Matrix.zero_apply, Matrix.smul_apply, h2, smul_eq_mul] at h
    apply Complex.ofReal_eq_zero.mp
    linear_combination (1 / 2 : ℂ) * h
  · intro h
    apply sub_eq_zero.mp
    rw [number_commutator, h, Complex.ofReal_zero, neg_zero, zero_smul]

end

end TrotterHopping
```

```lean
#print axioms TrotterHopping.hopping_eq
#print axioms TrotterHopping.trotter_ordering
#print axioms TrotterHopping.split_conserves_iff
```

```
'TrotterHopping.hopping_eq' depends on axioms: [propext, Classical.choice, Quot.sound]
'TrotterHopping.trotter_ordering' depends on axioms: [propext, Classical.choice, Quot.sound]
'TrotterHopping.split_conserves_iff' depends on axioms: [propext, Classical.choice, Quot.sound]
```

**What the theorems say.** An `Op` is a complex matrix indexed by pairs of occupation numbers, the first orbital first. The index `0` means empty, and `lowering` takes 1 to 0. The Jordan–Wigner operators are definitions, `a₁` as `lowering ⊗ₖ 1` and `a₂` as `Z ⊗ₖ lowering`; their anticommutation relations are not derived. `gate t P` is the full matrix exponential $e^{-itP}$, and products act from right to left, so `splitStep a b` applies the $YY$ gate first. `probability U φ ψ` is $|\langle\phi|U\psi\rangle|^2$, used here with normalised basis states.

For all real `a` and `b`, `trotter_ordering` gives the probability for the split step and the two zeros for the adjacent arrangements. `number_commutator` is the operator identity above. `adjacent_conserves` says that both adjacent arrangements commute with `number`, and `split_conserves_iff` gives the criterion $S=0$ for the split step.

For simulation practice, this means that the Pauli strings of a hopping term may need to stay together if a Trotter step is to respect electron number; the model behind it is a single step for two orbitals of equal energy, coupled by hopping, with no interaction between the electrons.

**How the Lean proof runs.** `hopping_eq` compares the sixteen matrix entries of the hopping identity. `gate_of_sq_one` sums the even powers of the exponential series to the cosine and the odd powers to the sine. Its hypothesis `P * P = 1` does real work: for $P=0$ the gate is $1$, not $\cos t$. `strings_sq` supplies that hypothesis for both strings.

`number_diag` puts the occupations on the diagonal. `phaseGate_diag` uses the commutation of $Z_1$ and $Z_2$ to factorise their joint exponential, then applies `gate_of_sq_one` to each factor.

With these forms inserted, `number_commutator` goes through the matrix entries. The `generalize` steps replace the sines and cosines by free symbols, which leaves polynomial identities that `ring` closes using $i^2=-1$. `adjacent_conserves` treats the adjacent pair in the same way and combines it with the diagonal phase gate.

In `trotter_ordering`, `hp` reduces the probability to the squared modulus of the entry $U_{11,00}$, and `hc` shows that the same entry of $[N,U]$ is $2U_{11,00}$. A vanishing commutator therefore gives probability zero, while `number_commutator` gives the amplitude $-S$ for the split step. `split_conserves_iff` reads the same entry to get $S=0$ from conservation; conversely, $S=0$ makes the whole commutator vanish.
